# Completing the square in the quadratic form of a two-block matrix with an invertible Hermitian block

The theorem `energy_split` concerns a finite complex block matrix with diagonal blocks A and D and off-diagonal blocks B and B†, where D is Hermitian and invertible and A and B are arbitrary. For any vectors x and y, it says that the quadratic form of this matrix at (x, y) equals x†(A − BD⁻¹B†)x plus the D-form of y + D⁻¹B†x, which is the deviation of y from its static response −D⁻¹B†x. If A is also Hermitian, the matrix can be read as a Hamiltonian in an orthonormal basis. The vectors are not normalised, so the energy expectation value for a nonzero (x, y) is then the form divided by x†x + y†y. The proof sets w = D⁻¹B†x, derives Dw = B†x and the adjoint relation w†Dv = x†Bv for every v, then expands both sides and leaves the remaining algebra to `ring`.

Lean 4 with Mathlib refuses this proof:

```lean
import Mathlib

open Matrix
open scoped ComplexOrder

namespace MasslessCondensation

noncomputable section

variable {m n : Type*} [Fintype m] [Fintype n] [DecidableEq m] [DecidableEq n]

/-- The Hamiltonian with massive block `A`, massless block `D` and coupling `B`. -/
def fullH (A : Matrix m m ℂ) (B : Matrix m n ℂ) (D : Matrix n n ℂ) :
    Matrix (m ⊕ n) (m ⊕ n) ℂ :=
  fromBlocks A B Bᴴ D

/-- The condensed Hamiltonian `A - B D⁻¹ Bᴴ` on the massive coordinates. -/
def condensed (A : Matrix m m ℂ) (B : Matrix m n ℂ) (D : Matrix n n ℂ) :
    Matrix m m ℂ :=
  A - B * D⁻¹ * Bᴴ

/-- The static response `-D⁻¹ Bᴴ x` of the massless coordinates to the massive ones. -/
def response (B : Matrix m n ℂ) (D : Matrix n n ℂ) (x : m → ℂ) : n → ℂ :=
  -(D⁻¹ *ᵥ (Bᴴ *ᵥ x))

omit [DecidableEq m] in
/-- For Hermitian invertible `D`, the energy form is the condensed energy form plus the
`D`-form of the deviation of the massless coordinates from their static response. -/
theorem energy_split (A : Matrix m m ℂ) (B : Matrix m n ℂ) (D : Matrix n n ℂ)
    (hH : D.IsHermitian) (hD : IsUnit D.det) (x : m → ℂ) (y : n → ℂ) :
    star (Sum.elim x y) ⬝ᵥ (fullH A B D *ᵥ Sum.elim x y) =
      star x ⬝ᵥ (condensed A B D *ᵥ x) +
        star (y - response B D x) ⬝ᵥ (D *ᵥ (y - response B D x)) := by
  obtain ⟨w, hw⟩ : ∃ w, w = D⁻¹ *ᵥ (Bᴴ *ᵥ x) := ⟨_, rfl⟩
  have hDw : D *ᵥ w = Bᴴ *ᵥ x := by
    rw [hw, mulVec_mulVec, mul_nonsing_inv _ hD, one_mulVec]
  -- the adjoint form of the static equation
  have hadj : ∀ v : n → ℂ, star w ⬝ᵥ (D *ᵥ v) = star x ⬝ᵥ (B *ᵥ v) := by
    intro v
    have h := congrArg star hDw
    rw [star_mulVec, star_mulVec, conjTranspose_conjTranspose, hH.eq] at h
    rw [Matrix.dotProduct_mulVec, Matrix.dotProduct_mulVec, h]
  have hK : condensed A B D *ᵥ x = A *ᵥ x - B *ᵥ w := by
    simp only [hw, condensed, sub_mulVec, mulVec_mulVec, Matrix.mul_assoc]
  have hr : y - response B D x = y + w := by rw [response, ← hw, sub_neg_eq_add]
  have hstar : star (Sum.elim x y) = Sum.elim (star x) (star y) := by
    ext (i | j) <;> rfl
  have hsum : ∀ (a c : m → ℂ) (b d : n → ℂ),
      Sum.elim a b ⬝ᵥ Sum.elim c d = a ⬝ᵥ c + b ⬝ᵥ d := by
    intro a c b d
    simp [dotProduct, Fintype.sum_sum_type]
  rw [hK, hr, hstar, fullH, fromBlocks_mulVec, Sum.elim_comp_inl, Sum.elim_comp_inr, hsum]
  simp only [star_add, mulVec_add, add_dotProduct, dotProduct_add, dotProduct_sub, hadj, hDw]
  ring

end

end MasslessCondensation
```

Messages:

```
Try this:
  [apply] ring_nf
  
  The `ring` tactic failed to close the goal. Use `ring_nf` to obtain a normal form.
    
  Note that `ring` works primarily in *commutative* rings. If you have a noncommutative ring, abelian group or module, consider using `noncomm_ring`, `abel` or `module` instead.
Main.lean:33:68: error: unsolved goals
m : Type u_1
n : Type u_2
inst✝² : Fintype m
inst✝¹ : Fintype n
inst✝ : DecidableEq n
A : Matrix m m ℂ
B : Matrix m n ℂ
D : Matrix n n ℂ
hH : D.IsHermitian
hD : IsUnit D.det
x : m → ℂ
y w : n → ℂ
hw : w = D⁻¹ *ᵥ Bᴴ *ᵥ x
hDw : D *ᵥ w = Bᴴ *ᵥ x
hadj : ∀ (v : n → ℂ), star w ⬝ᵥ D *ᵥ v = star x ⬝ᵥ B *ᵥ v
hK : condensed A B D *ᵥ x = A *ᵥ x - B *ᵥ w
hr : y - response B D x = y + w
hstar : star (x ⊕ᵥ y) = star x ⊕ᵥ star y
hsum : ∀ (a c : m → ℂ) (b d : n → ℂ), (a ⊕ᵥ b) ⬝ᵥ (c ⊕ᵥ d) = a ⬝ᵥ c + b ⬝ᵥ d
⊢ star x ⬝ᵥ A *ᵥ x + star x ⬝ᵥ B *ᵥ y + star y ⬝ᵥ Bᴴ *ᵥ x + star y ⬝ᵥ D *ᵥ y =
    star x ⬝ᵥ A *ᵥ x + star x ⬝ᵥ B *ᵥ y + star y ⬝ᵥ Bᴴ *ᵥ x + star y ⬝ᵥ D *ᵥ y - star x ⬝ᵥ B *ᵥ w + star w ⬝ᵥ Bᴴ *ᵥ x
```

What went wrong. The "Try this" message says that `ring` could not close the goal, and the error shows what was left. Once the common terms are cancelled, the goal needs `star w ⬝ᵥ Bᴴ *ᵥ x` to equal `star x ⬝ᵥ B *ᵥ w`. This is true, but `ring` treats the two products as unrelated scalars. The hint about noncommutative rings is beside the point, since the terms are complex numbers.

The leftover is the w†Dw part of the expanded D-form. `hadj` could rewrite it if it appeared as `star w ⬝ᵥ D *ᵥ w`, but `simp only` simplifies the inner expression `D *ᵥ (y + w)` first. There `hDw` turns `D *ᵥ w` into `Bᴴ *ᵥ x` before the dot product is expanded, so `hadj` does not find the `D` it needs.

The new fact `hww` states the missing equality. Its proof uses `hDw` backwards to restore `D *ᵥ w`, then applies `hadj`. With `hww` added to the `simp only` list, the leftover product becomes `star x ⬝ᵥ B *ᵥ w`, which cancels against the term subtracted in the condensed part, and `ring` closes the goal.

The repair, with which the file compiles:

```diff
@@ -41,4 +41,5 @@
     rw [star_mulVec, star_mulVec, conjTranspose_conjTranspose, hH.eq] at h
     rw [Matrix.dotProduct_mulVec, Matrix.dotProduct_mulVec, h]
+  have hww : star w ⬝ᵥ (Bᴴ *ᵥ x) = star x ⬝ᵥ (B *ᵥ w) := by rw [← hDw, hadj]
   have hK : condensed A B D *ᵥ x = A *ᵥ x - B *ᵥ w := by
     simp only [hw, condensed, sub_mulVec, mulVec_mulVec, Matrix.mul_assoc]
@@ -51,5 +52,6 @@
     simp [dotProduct, Fintype.sum_sum_type]
   rw [hK, hr, hstar, fullH, fromBlocks_mulVec, Sum.elim_comp_inl, Sum.elim_comp_inr, hsum]
-  simp only [star_add, mulVec_add, add_dotProduct, dotProduct_add, dotProduct_sub, hadj, hDw]
+  simp only [star_add, mulVec_add, add_dotProduct, dotProduct_add, dotProduct_sub, hadj, hDw,
+    hww]
   ring
 
```
